# Fixed displacement can stabilize every state of a Landau double well exactly when the electrostatic stiffness is at least the magnitude of the negative curvature at the barrier top

For the Landau energy U(P) = −aP²/2 + bP⁴/4 of a polarization P, with a real and b > 0, the energy at fixed displacement D, U(P) + (D − P)²/(2e) with e > 0, has exactly one stationary point for every real D if and only if ae ≤ 1. The same condition decides whether every polarization is the strict global minimum at some D, whereas at fixed electric field a polarization with 3bP² < a is never even a local minimum.

In Lean 4 with Mathlib:

```lean
import Mathlib

open Set

namespace FixedDisplacement

noncomputable section

/-- The Landau energy `U(P) = -a P² / 2 + b P⁴ / 4` of a polarization `P`. -/
def landau (a b P : ℝ) : ℝ := -a * P ^ 2 / 2 + b * P ^ 4 / 4

/-- The energy `U(P) - E P` at fixed electric field `E`. -/
def fixedField (a b E P : ℝ) : ℝ := landau a b P - E * P

/-- The energy `U(P) + (D - P)² / (2 e)` at fixed displacement `D`, for `e ≠ 0`. -/
def fixedDisp (a b e D P : ℝ) : ℝ := landau a b P + (D - P) ^ 2 / (2 * e)

/-- The internal field `-a P + b P³`, the slope of the Landau energy. -/
def internalField (a b P : ℝ) : ℝ := -a * P + b * P ^ 3

/-- The displacement `P + e E` belonging to the polarization `P` and its internal field `E`. -/
def displacement (a b e P : ℝ) : ℝ := P + e * internalField a b P

/-- For `e ≠ 0`, a polarization is stationary at fixed displacement `D` exactly when
`D` is the sum of the polarization and `e` times the internal field. -/
theorem stationary_iff {a b e D P : ℝ} (he : e ≠ 0) :
    HasDerivAt (fixedDisp a b e D) 0 P ↔ D = displacement a b e P := by
  have h : HasDerivAt (fixedDisp a b e D) (internalField a b P - (D - P) / e) P := by
    have hf : fixedDisp a b e D =
        fun x => (-a / 2 * x ^ 2 + b / 4 * x ^ 4) + (D - x) ^ 2 / (2 * e) := by
      funext x
      simp only [fixedDisp, landau]
      ring
    have h1 := ((hasDerivAt_pow 2 P).const_mul (-a / 2)).fun_add
      ((hasDerivAt_pow 4 P).const_mul (b / 4))
    have h2 := (((hasDerivAt_id' P).const_sub D).fun_pow 2).div_const (2 * e)
    rw [hf]
    refine (h1.fun_add h2).congr_deriv ?_
    simp only [internalField]
    norm_num
    ring
  constructor
  · intro h0
    have h1 : (D - P) / e = internalField a b P := by linarith [h.unique h0]
    have h2 := (div_eq_iff he).mp h1
    simp only [displacement]
    linarith
  · intro hD
    have h1 : (D - P) / e = internalField a b P := by
      rw [div_eq_iff he, hD, displacement]
      ring
    rw [h1, sub_self] at h
    exact h

/-- For `b, e > 0` and `a e ≤ 1`, the displacement increases strictly with the polarization. -/
theorem displacement_strictMono {a b e : ℝ} (hb : 0 < b) (he : 0 < e) (h : a * e ≤ 1) :
    StrictMono (displacement a b e) := by
  intro P Q hPQ
  have hd : 0 < Q - P := sub_pos.2 hPQ
  have hq : 0 < P ^ 2 + P * Q + Q ^ 2 := by
    nlinarith [sq_nonneg (P + Q), mul_pos hd hd]
  have key : displacement a b e Q - displacement a b e P =
      (Q - P) * ((1 - a * e) + e * b * (P ^ 2 + P * Q + Q ^ 2)) := by
    simp only [displacement, internalField]
    ring
  have hpos : 0 < (1 - a * e) + e * b * (P ^ 2 + P * Q + Q ^ 2) := by
    linarith [mul_pos (mul_pos he hb) hq]
  linarith [mul_pos hd hpos]

/-- For `b, e > 0`, the fixed-displacement energy has exactly one stationary polarization
at every displacement if and only if `a e ≤ 1`. -/
theorem unique_stationary_iff {a b e : ℝ} (hb : 0 < b) (he : 0 < e) :
    (∀ D, ∃! P, HasDerivAt (fixedDisp a b e D) 0 P) ↔ a * e ≤ 1 := by
  have heb : 0 < e * b := mul_pos he hb
  constructor
  · intro h
    by_contra hlt
    have hc : 0 < a * e - 1 := by linarith [not_le.mp hlt]
    -- at zero displacement both `0` and `s` are stationary
    obtain ⟨s, hs, hs2⟩ : ∃ s : ℝ, 0 < s ∧ e * b * s ^ 2 = a * e - 1 := by
      refine ⟨Real.sqrt ((a * e - 1) / (e * b)), Real.sqrt_pos.2 (div_pos hc heb), ?_⟩
      rw [Real.sq_sqrt (div_pos hc heb).le]
      exact mul_div_cancel₀ _ heb.ne'
    have h0 : HasDerivAt (fixedDisp a b e 0) 0 0 :=
      (stationary_iff he.ne').2 (by simp [displacement, internalField])
    have h1 : HasDerivAt (fixedDisp a b e 0) 0 s := by
      refine (stationary_iff he.ne').2 ?_
      simp only [displacement, internalField]
      linear_combination (-s) * hs2
    exact hs.ne ((h 0).unique h0 h1)
  · intro h D
    -- existence by the intermediate value theorem on `[-M, M]`
    obtain ⟨M, hM, hDM⟩ : ∃ M : ℝ, 1 ≤ M ∧ |D| ≤ e * b * M := by
      refine ⟨1 + |D| / (e * b), by linarith [div_nonneg (abs_nonneg D) heb.le], ?_⟩
      have h1 : e * b * (|D| / (e * b)) = |D| := mul_div_cancel₀ _ heb.ne'
      rw [mul_add, h1]
      linarith
    have hM0 : 0 ≤ M := by linarith
    have hM3 : M ≤ M ^ 3 := by
      nlinarith [mul_nonneg (mul_nonneg hM0 (sub_nonneg.2 hM)) (by linarith : 0 ≤ M + 1)]
    have hup : |D| ≤ displacement a b e M := by
      have h1 := mul_le_mul_of_nonneg_left hM3 heb.le
      have h2 := mul_nonneg (sub_nonneg.2 h) hM0
      simp only [displacement, internalField]
      linarith
    have hodd : displacement a b e (-M) = -displacement a b e M := by
      simp only [displacement, internalField]
      ring
    have hcont : Continuous (displacement a b e) := by
      have h1 : Continuous (fun P : ℝ => P + e * (-a * P + b * P ^ 3)) := by fun_prop
      exact h1
    obtain ⟨P, -, hP⟩ := intermediate_value_Icc (by linarith : -M ≤ M) hcont.continuousOn
      (show D ∈ Icc (displacement a b e (-M)) (displacement a b e M) from
        ⟨by linarith [neg_abs_le D], by linarith [le_abs_self D]⟩)
    refine ⟨P, (stationary_iff he.ne').2 hP.symm, fun Q hQ => ?_⟩
    -- uniqueness by monotonicity
    exact (displacement_strictMono hb he h).injective
      (((stationary_iff he.ne').1 hQ).symm.trans hP.symm)

/-- For `e ≠ 0`, the energy cost of moving from `Q` to `P`, at the displacement that makes `Q`
stationary, is `(P - Q)²` times an explicit stiffness. -/
theorem energy_cost {a b e : ℝ} (he : e ≠ 0) (P Q : ℝ) :
    fixedDisp a b e (displacement a b e Q) P - fixedDisp a b e (displacement a b e Q) Q =
      (P - Q) ^ 2 * ((1 / e - a) / 2 + b / 4 * ((P + Q) ^ 2 + 2 * Q ^ 2)) := by
  simp only [fixedDisp, landau, displacement, internalField]
  field_simp
  ring

/-- For `b, e > 0`, every polarization is the strict global energy minimum at some fixed
displacement if and only if `a e ≤ 1`. -/
theorem traceable_iff {a b e : ℝ} (hb : 0 < b) (he : 0 < e) :
    (∀ Q, ∃ D, ∀ P, P ≠ Q → fixedDisp a b e D Q < fixedDisp a b e D P) ↔ a * e ≤ 1 := by
  rw [← le_div_iff₀ he]
  constructor
  · intro h
    by_contra hlt
    have hc : 0 < a - 1 / e := sub_pos.2 (not_le.mp hlt)
    obtain ⟨D, hD⟩ := h 0
    obtain ⟨s, hs, hs2⟩ : ∃ s : ℝ, 0 < s ∧ b * s ^ 2 = a - 1 / e := by
      refine ⟨Real.sqrt ((a - 1 / e) / b), Real.sqrt_pos.2 (div_pos hc hb), ?_⟩
      rw [Real.sq_sqrt (div_pos hc hb).le]
      exact mul_div_cancel₀ _ hb.ne'
    -- the average over `s` and `-s` lies below the energy of the state `0`
    have key : fixedDisp a b e D s + fixedDisp a b e D (-s) - 2 * fixedDisp a b e D 0 =
        s ^ 2 * (1 / e - a + b * s ^ 2 / 2) := by
      simp only [fixedDisp, landau]
      ring
    have hneg : s ^ 2 * (1 / e - a + b * s ^ 2 / 2) < 0 :=
      mul_neg_of_pos_of_neg (pow_pos hs 2) (by linarith)
    linarith [hD s hs.ne', hD (-s) (neg_ne_zero.2 hs.ne')]
  · intro h Q
    refine ⟨displacement a b e Q, fun P hPQ => ?_⟩
    have hd : 0 < (P - Q) ^ 2 := sq_pos_of_ne_zero (sub_ne_zero.2 hPQ)
    have hq : 0 < (P + Q) ^ 2 + 2 * Q ^ 2 := by
      nlinarith [sq_nonneg (3 * P + 5 * Q), sq_nonneg Q]
    have hk : 0 < (1 / e - a) / 2 + b / 4 * ((P + Q) ^ 2 + 2 * Q ^ 2) := by
      linarith [mul_pos (by linarith : 0 < b / 4) hq]
    linarith [energy_cost (a := a) (b := b) he.ne' P Q, mul_pos hd hk]

/-- For `b > 0`, a polarization with `3 b P² < a` is not a local energy minimum at any
fixed electric field. -/
theorem fixedField_not_isLocalMin {a b P : ℝ} (hb : 0 < b) (hP : 3 * b * P ^ 2 < a) (E : ℝ) :
    ¬ IsLocalMin (fixedField a b E) P := by
  intro hloc
  obtain ⟨ε, hε, hmin⟩ := Metric.eventually_nhds_iff.mp hloc
  have hc : 0 < a - 3 * b * P ^ 2 := sub_pos.2 hP
  -- a step `t` so small that the quartic term cannot compensate the negative curvature
  obtain ⟨t, ht, htε, ht1, htc⟩ :
      ∃ t : ℝ, 0 < t ∧ t < ε ∧ t ≤ 1 ∧ t ≤ (a - 3 * b * P ^ 2) / b := by
    refine ⟨min (ε / 2) (min 1 ((a - 3 * b * P ^ 2) / b)),
      lt_min (by linarith) (lt_min one_pos (div_pos hc hb)),
      lt_of_le_of_lt (min_le_left _ _) (by linarith),
      (min_le_right _ _).trans (min_le_left _ _),
      (min_le_right _ _).trans (min_le_right _ _)⟩
  have h1 : fixedField a b E P ≤ fixedField a b E (P + t) :=
    hmin (by rw [Real.dist_eq, abs_lt]; constructor <;> linarith)
  have h2 : fixedField a b E P ≤ fixedField a b E (P - t) :=
    hmin (by rw [Real.dist_eq, abs_lt]; constructor <;> linarith)
  have key : fixedField a b E (P + t) + fixedField a b E (P - t) - 2 * fixedField a b E P =
      t ^ 2 * (3 * b * P ^ 2 - a + b * t ^ 2 / 2) := by
    simp only [fixedField, landau]
    ring
  have h3 : t * b ≤ a - 3 * b * P ^ 2 := (le_div_iff₀ hb).mp htc
  have h4 : b * t ^ 2 ≤ t * b := by
    nlinarith [mul_nonneg (mul_nonneg hb.le ht.le) (sub_nonneg.2 ht1)]
  have hneg : t ^ 2 * (3 * b * P ^ 2 - a + b * t ^ 2 / 2) < 0 :=
    mul_neg_of_pos_of_neg (pow_pos ht 2) (by linarith)
  linarith

end

end FixedDisplacement
```

```lean
#print axioms FixedDisplacement.unique_stationary_iff
#print axioms FixedDisplacement.traceable_iff
#print axioms FixedDisplacement.fixedField_not_isLocalMin
```

```
'FixedDisplacement.unique_stationary_iff' depends on axioms: [propext, Classical.choice, Quot.sound]
'FixedDisplacement.traceable_iff' depends on axioms: [propext, Classical.choice, Quot.sound]
'FixedDisplacement.fixedField_not_isLocalMin' depends on axioms: [propext, Classical.choice, Quot.sound]
```

## One polarization under two electrical boundary conditions

The model describes a uniform ferroelectric by a single real number P. For a > 0 its energy `landau` is a double well, with minima at P = ±√(a/b) and a barrier top at P = 0, where the curvature is −a. The condition b > 0 stands for the quartic stiffness that keeps the polarization finite.

At fixed electric field E the energy is `fixedField`,

G_E(P) = U(P) − EP.

At fixed displacement it is `fixedDisp`,

F_D(P) = U(P) + (D − P)²/(2e).

The convention is D = P + eE, so e is a permittivity: that of the vacuum if P is the whole polarization, or that of a background if P is only its ferroelectric part. The added term is then the field energy eE²/2, and as a function of P it has curvature 1/e. The condition ae ≤ 1 says that this electrostatic stiffness at least offsets the negative curvature −a of the barrier top.

In electronic-structure work on ferroelectrics, D can be held fixed to reach states that are unstable at fixed E; the theorems say when this reaches every state of a model with one uniform polarization and a quartic energy. Strain, domains, polarization gradients and thermal fluctuations are absent, and the form of U is assumed, not derived from a microscopic Hamiltonian.

## What is stationary, and what is traceable

In `unique_stationary_iff`, the expression `HasDerivAt (fixedDisp a b e D) 0 P` says that F_D is differentiable at P with derivative zero. The quantifier `∃!` asks for exactly one such P, and it is asked for every real D.

The theorem `traceable_iff` gives "traceable" a precise meaning: for every polarization Q there is a displacement D such that F_D(Q) < F_D(P) for all P ≠ Q. This concerns the energy landscape in P and not the convergence of any particular minimization algorithm.

Both equivalences assume b > 0 and e > 0 and leave the sign of a free, so they also apply when U has a single well.

The contrast with fixed field is `fixedField_not_isLocalMin`. `IsLocalMin` permits ties with neighbouring points, so its negation means that there are states of strictly lower energy arbitrarily close to P. This holds for every E. The number of stationary points at fixed field and the coercive field are not treated.

## The displacement that belongs to a polarization

Differentiating the fixed-displacement energy gives

F_D′(P) = −aP + bP³ − (D − P)/e.

The first two terms are U′(P), called `internalField`. Setting the derivative to zero and multiplying by e gives

D = P + e(−aP + bP³).

Write d(P) for the right-hand side, which is `displacement a b e P`. The theorem `stationary_iff` states this equivalence. Its proof first establishes the derivative by the rules for powers, sums and quotients. Since a derivative is unique, stationarity then gives (D − P)/e = U′(P), and `div_eq_iff` clears the denominator. The reverse direction substitutes D = d(P) into the derivative.

Counting stationary points at fixed D is therefore the same as counting solutions of d(P) = D.

## Exactly one solution when ae ≤ 1

For P < Q, subtraction and factoring give

d(Q) − d(P) = (Q − P)[(1 − ae) + eb(P² + PQ + Q²)].

The quadratic form is positive, because

P² + PQ + Q² = (3/4)(P + Q)² + (1/4)(Q − P)²

and the last square is nonzero. With ae ≤ 1 the whole bracket is positive, so d is strictly increasing. This is `displacement_strictMono`, and it shows that there is at most one solution.

For existence, take M = 1 + |D|/(eb). Then M ≥ 1, hence M³ ≥ M, and

d(M) = (1 − ae)M + ebM³ ≥ ebM ≥ |D|.

Since d is odd, d(−M) = −d(M) ≤ −|D|. Thus D lies between d(−M) and d(M), and the intermediate value theorem, `intermediate_value_Icc` in the code, supplies a solution in [−M, M].

Conversely, suppose ae > 1 and set s = √((ae − 1)/(eb)) > 0. Then

d(s) = s(1 − ae + ebs²) = 0 = d(0).

At D = 0 both 0 and s are stationary, so uniqueness fails. The code obtains `s` together with the relation `e * b * s ^ 2 = a * e - 1`, which makes d(s) vanish.

## Why each stationary state is then the global minimum

Fix Q and choose D = d(Q), so that Q is stationary. Since D − Q = eU′(Q), the electrostatic terms differ by

[(D − P)² − (D − Q)²]/(2e) = (P − Q)²/(2e) − U′(Q)(P − Q).

Adding U(P) − U(Q), the quadratic part of U contributes −a(P − Q)²/2. The quartic part contributes

(b/4)[P⁴ − Q⁴ − 4Q³(P − Q)] = (b/4)(P − Q)²(P² + 2PQ + 3Q²).

Altogether,

F_D(P) − F_D(Q) = (P − Q)²[(1/e − a)/2 + (b/4)((P + Q)² + 2Q²)].

This identity is `energy_cost`, where `field_simp` clears the denominators and `ring` compares the polynomials. If ae ≤ 1, then 1/e − a ≥ 0. The sum (P + Q)² + 2Q² vanishes only for P = Q = 0, so it is positive whenever P ≠ Q. Every other state therefore costs energy, and Q is the strict global minimum at D = d(Q).

For the converse, suppose a > 1/e and test the state Q = 0 at an arbitrary D. The terms linear in P cancel when the energies at s and −s are added:

F_D(s) + F_D(−s) − 2F_D(0) = s²(1/e − a + bs²/2).

Take s = √((a − 1/e)/b), which is the same number as the nonzero stationary state found above at D = 0. The right-hand side becomes −s²(a − 1/e)/2, which is negative, so at least one of s and −s has lower energy than 0. No displacement makes the barrier top a global minimum. In `traceable_iff` this is the identity `key`, which contradicts the two inequalities that the supposed minimum would give at `s` and `-s`.

## The states that a fixed field cannot hold

The same symmetric comparison works around any P at fixed field:

G_E(P + t) + G_E(P − t) − 2G_E(P) = t²(3bP² − a + bt²/2).

The field has dropped out, which is why no choice of E helps. Suppose 3bP² < a and P were a local minimum. Then for some ε > 0 no state closer to P than ε would have lower energy. Choose t > 0 with t < ε, t ≤ 1 and t ≤ (a − 3bP²)/b. These bounds give

bt² ≤ bt ≤ a − 3bP²,

so the bracket is at most −(a − 3bP²)/2 and the sum is negative. One of the states P ± t then has lower energy than P, a contradiction. In the code, `Metric.eventually_nhds_iff` produces ε, and a minimum of the bounds, with ε/2 in place of ε, provides t.

For 0 < a ≤ 1/e the two boundary conditions thus differ sharply. The states with |P| < √(a/(3b)), the barrier top among them, are not local minima at any fixed field, yet each is the strict global minimum at its own displacement d(P).

## A flat energy when b = 0

Take a = e = 1 and b = 0, so that ae ≤ 1 still holds. The fixed-displacement energy becomes

F_D(P) = −P²/2 + (D − P)²/2 = D²/2 − DP.

At D = 0 it is constant and every P is stationary; at D ≠ 0 it is a sloping line and no P is. There is no strict global minimum at any D. Hence b ≥ 0 would not be enough for either equivalence: at ae = 1 the terms quadratic in P cancel, and without the quartic term no strict minimum is left.
